# Counting active-space determinants by double occupation, and spin-adapted configurations by the branching recursion

Before an active space is handed to a full configuration interaction solver, one can work out how long the coefficient vector will be. With $a$ spin-up and $b$ spin-down electrons in $n$ orbitals and no use of spatial symmetry, there are $\binom na\binom nb$ determinants. Sorted by the number $d$ of doubly occupied orbitals,

$$\binom na\binom nb=\sum_{d=0}^{\min(a,b)}\binom nd\binom{n-d}{a+b-2d}\binom{a+b-2d}{a-d}.$$

The last factor counts the spin patterns of the open shells, which here means the singly occupied orbitals. Replacing it by a number of spin couplings gives the length in configuration state functions (CSFs).

```lean
import Mathlib

open Finset

namespace ActiveSpaceCount
```

## Both spins share one set of orbitals

A determinant is a pair $(A,B)$ of subsets of `Fin n`, the orbitals occupied by spin-up and spin-down electrons. Because both subsets refer to the same $n$ spatial orbitals, $A\cap B$ is the set of doubly occupied ones. With different orbitals for different spins the total would be the same, but the intersection would lose this meaning.

```lean
/-- Determinants with `a` spin-up and `b` spin-down electrons in `n` orbitals: pairs of
sets of occupied orbitals, one for each spin. -/
def determinants (n a b : ℕ) : Finset (Finset (Fin n) × Finset (Fin n)) :=
  powersetCard a univ ×ˢ powersetCard b univ
```

A sector collects the determinants with $|A\cap B|=d$.

```lean
/-- The determinants in which exactly `d` orbitals are doubly occupied. -/
def sector (n a b d : ℕ) : Finset (Finset (Fin n) × Finset (Fin n)) :=
  (determinants n a b).filter (fun D => (D.1 ∩ D.2).card = d)
```

## Spins are coupled one at a time

Let $f(u,s)$ be the number of ways to couple $u$ open shells to total spin $S=s/2$. Adding a spin-1/2 changes $s$ by one, up or down, and a singlet can only go up. Hence $f(0,0)=1$, $f(0,s+1)=0$, $f(u+1,0)=f(u,1)$ and $f(u+1,s+1)=f(u,s)+f(u,s+2)$. This is `branching`.

```lean
/-- The number of ways to couple `u` open shells to total spin `s/2`, adding one
spin-1/2 at a time (the branching diagram). -/
def branching : ℕ → ℕ → ℕ
  | 0, 0 => 1
  | 0, _ + 1 => 0
  | u + 1, 0 => branching u 1
  | u + 1, s + 1 => branching u s + branching u (s + 2)
```

The CSF count for $N$ electrons puts $f(N-2d,s)$ in place of the spin-pattern factor.

```lean
/-- The number of configuration state functions of spin `s/2`, at one fixed spin projection, for `N`
electrons in `n` orbitals, summed over the number `d` of doubly occupied orbitals. -/
def csfCount (n N s : ℕ) : ℕ :=
  ∑ d ∈ range (N / 2 + 1), n.choose d * (n - d).choose (N - 2 * d) * branching (N - 2 * d) s
```

The recursion stands for the angular momentum addition rule, which is taken as the definition here. No spin operators or eigenfunctions are constructed, so it comes from physics that $f(u,s)$ is the dimension of the space of spin states of $u$ open shells with total spin $S=s/2$ and one fixed projection $M$. Likewise, CSFs are counted here at one fixed $M$, not once for each of the $2S+1$ projections.

## Each pair takes one electron of each spin: $d\le a$ and $d\le b$

These two hypotheses say that there are enough electrons of both spins to form $d$ pairs. By hand, they make the numbers of unpaired electrons, $p=a-d$ and $q=b-d$, non-negative.

Fix $A$. A suitable $B$ consists of $d$ orbitals inside $A$ and $b-d$ outside, so there are $\binom ad\binom{n-a}{b-d}$ choices. Multiplying by the $\binom na$ choices of $A$ gives the sector size, which is rearranged with

$$\binom m{p+q}\binom{p+q}p=\binom mp\binom{m-p}q.$$

For $p+q\le m$ both sides are $m!/(p!\,q!\,(m-p-q)!)$; otherwise both vanish. The lemma makes the same case split and cancels the factorials.

```lean
/-- Choosing `p + q` orbitals and then `p` among them is the same as choosing `p` orbitals
and then `q` of the remaining ones. -/
theorem choose_in_two_steps (m p q : ℕ) :
    m.choose (p + q) * (p + q).choose p = m.choose p * (m - p).choose q := by
  rcases Nat.lt_or_ge m (p + q) with h | h
  · rw [Nat.choose_eq_zero_of_lt h, zero_mul]
    rcases Nat.lt_or_ge m p with hp | hp
    · rw [Nat.choose_eq_zero_of_lt hp, zero_mul]
    · rw [Nat.choose_eq_zero_of_lt (show m - p < q by omega), mul_zero]
  · obtain ⟨r, rfl⟩ := Nat.exists_eq_add_of_le h
    have h1 := Nat.choose_mul_factorial_mul_factorial (show p + q ≤ p + q + r by omega)
    have h2 := Nat.choose_mul_factorial_mul_factorial (show p ≤ p + q by omega)
    have h3 := Nat.choose_mul_factorial_mul_factorial (show p ≤ p + q + r by omega)
    have h4 := Nat.choose_mul_factorial_mul_factorial (show q ≤ q + r by omega)
    rw [show p + q + r - (p + q) = r by omega] at h1
    rw [show p + q - p = q by omega] at h2
    rw [show p + q + r - p = q + r by omega] at h3 ⊢
    rw [show q + r - q = r by omega] at h4
    have hpos : 0 < p.factorial * q.factorial * r.factorial := by positivity
    apply Nat.eq_of_mul_eq_mul_right hpos
    calc _ = (p + q + r).choose (p + q) *
          ((p + q).choose p * p.factorial * q.factorial) * r.factorial := by ring
      _ = (p + q + r).choose p * p.factorial *
          ((q + r).choose q * q.factorial * r.factorial) := by rw [h2, h4, h1, h3]
      _ = _ := by ring
```

The choice of $B$ becomes a bijection, $B\mapsto(A\cap B,\,B\setminus A)$, with union as its inverse. The hypothesis `hdb` ensures that the union has $d+(b-d)=b$ elements.

```lean
/-- For a fixed set `A` of spin-up orbitals and `d ≤ b`, this many sets of `b` spin-down
orbitals share exactly `d` orbitals with `A`. -/
theorem card_partners {n b d : ℕ} (A : Finset (Fin n)) (hdb : d ≤ b) :
    ((powersetCard b univ).filter (fun B => (A ∩ B).card = d)).card =
      A.card.choose d * (n - A.card).choose (b - d) := by
  have key : ∀ P Q : Finset (Fin n), P ⊆ A → Q ⊆ Aᶜ →
      A ∩ (P ∪ Q) = P ∧ (P ∪ Q) \ A = Q := by
    intro P Q hP hQ
    constructor <;> ext x <;> have h1 := @hP x <;> have h2 := @hQ x <;>
      simp only [mem_compl, mem_inter, mem_union, mem_sdiff] at h2 ⊢ <;> tauto
  -- split the spin-down set into its parts inside and outside `A`
  have h : ((powersetCard b univ).filter (fun B => (A ∩ B).card = d)).card =
      (powersetCard d A ×ˢ powersetCard (b - d) Aᶜ).card := by
    refine Finset.card_bij' (fun B _ => (A ∩ B, B \ A)) (fun P _ => P.1 ∪ P.2) ?_ ?_ ?_ ?_
    · intro B hB
      simp only [mem_filter, mem_powersetCard, mem_product] at hB ⊢
      refine ⟨⟨inter_subset_left, hB.2⟩, ?_, ?_⟩
      · intro x hx
        exact mem_compl.2 (mem_sdiff.1 hx).2
      · have hc := card_sdiff_add_card_inter B A
        rw [inter_comm B A] at hc
        omega
    · intro P hP
      simp only [mem_filter, mem_powersetCard, mem_product] at hP ⊢
      obtain ⟨⟨h1, h2⟩, h3, h4⟩ := hP
      have dis : Disjoint P.1 P.2 :=
        disjoint_left.2 fun x hx hy => mem_compl.1 (h3 hy) (h1 hx)
      refine ⟨⟨subset_univ _, ?_⟩, ?_⟩
      · rw [card_union_of_disjoint dis]
        omega
      · rw [(key _ _ h1 h3).1, h2]
    · intro B _
      ext x
      simp only [mem_union, mem_inter, mem_sdiff]
      tauto
    · intro P hP
      simp only [mem_powersetCard, mem_product] at hP
      exact Prod.ext (key _ _ hP.1.1 hP.2.1).1 (key _ _ hP.1.1 hP.2.1).2
  rw [h, card_product, card_powersetCard, card_powersetCard, card_compl, Fintype.card_fin]
```

Using the identity twice,

$$\begin{aligned}
\binom n{d+p}\binom{d+p}d\binom{n-d-p}q
&=\binom nd\binom{n-d}p\binom{n-d-p}q\\
&=\binom nd\binom{n-d}{p+q}\binom{p+q}p,
\end{aligned}$$

which is the sector formula. The proof of `card_sector` sums over $A$, writes $a=d+p$ and $b=d+q$ by means of the two hypotheses, and applies `choose_in_two_steps` in the same two places.

```lean
/-- For `d ≤ a` and `d ≤ b`, the determinants with `d` doubly occupied orbitals are counted
by placing the pairs, then the open shells, then the up spins among the open shells. -/
theorem card_sector {n a b d : ℕ} (hda : d ≤ a) (hdb : d ≤ b) :
    (sector n a b d).card =
      n.choose d * (n - d).choose (a + b - 2 * d) * (a + b - 2 * d).choose (a - d) := by
  have hA : ∀ A ∈ powersetCard a (univ : Finset (Fin n)),
      (∑ B ∈ powersetCard b (univ : Finset (Fin n)), if (A ∩ B).card = d then 1 else 0) =
        a.choose d * (n - a).choose (b - d) := by
    intro A hA
    rw [← card_filter, card_partners A hdb, (mem_powersetCard.1 hA).2]
  unfold sector determinants
  rw [card_filter, sum_product]
  refine (sum_congr rfl hA).trans ?_
  rw [sum_const, card_powersetCard, card_univ, Fintype.card_fin, smul_eq_mul]
  obtain ⟨p, rfl⟩ := Nat.exists_eq_add_of_le hda
  obtain ⟨q, rfl⟩ := Nat.exists_eq_add_of_le hdb
  rw [show d + p + (d + q) - 2 * d = p + q by omega, show d + p - d = p by omega,
    show d + q - d = q by omega, ← mul_assoc, choose_in_two_steps n d p, mul_assoc,
    mul_assoc, choose_in_two_steps (n - d) p q, show n - (d + p) = n - d - p by omega]
```

Neither hypothesis suffices alone. Subtraction of natural numbers stops at zero, so for $n=1$, $d=1$ and $(a,b)=(0,1)$ or $(1,0)$ the formula gives 1, although one electron cannot form a pair.

The total count needs no such hypothesis, because its sum ends at $\min(a,b)$. An intersection is no larger than either set, so every determinant lies in exactly one of the sectors summed. `card_eq_sum_card_fiberwise` performs this partition, and `card_sector` evaluates each part.

```lean
/-- The number of determinants with `a` spin-up and `b` spin-down electrons in `n` orbitals
is the sum of the sector counts over the number `d` of doubly occupied orbitals. -/
theorem determinant_count (n a b : ℕ) :
    n.choose a * n.choose b = ∑ d ∈ range (min a b + 1),
      n.choose d * (n - d).choose (a + b - 2 * d) * (a + b - 2 * d).choose (a - d) := by
  have hcard : (determinants n a b).card = n.choose a * n.choose b := by
    simp [determinants]
  have hmaps : ∀ D ∈ determinants n a b, (D.1 ∩ D.2).card ∈ range (min a b + 1) := by
    intro D hD
    simp only [determinants, mem_product, mem_powersetCard] at hD
    have h1 := card_le_card (inter_subset_left : D.1 ∩ D.2 ⊆ D.1)
    have h2 := card_le_card (inter_subset_right : D.1 ∩ D.2 ⊆ D.2)
    rw [mem_range]
    omega
  rw [← hcard, card_eq_sum_card_fiberwise hmaps]
  refine sum_congr rfl fun d hd => ?_
  rw [mem_range] at hd
  exact card_sector (by omega) (by omega)
```

## The open shells exceed $s$ by an even number: $u=2q+s$

Here $q$ is the number of spin-down electrons among $u$ open shells when the spin projection is $M=S=s/2$; the remaining $q+s$ are up. Fewer than $s$ open shells cannot reach spin $s/2$, since each one raises $s$ by at most one. This is an induction on $u$.

```lean
/-- Fewer than `s` open shells cannot be coupled to spin `s/2`. -/
theorem branching_eq_zero {u s : ℕ} (h : u < s) : branching u s = 0 := by
  induction u generalizing s with
  | zero =>
    obtain ⟨k, rfl⟩ : ∃ k, s = k + 1 := ⟨s - 1, by omega⟩
    rfl
  | succ u ih =>
    obtain ⟨k, rfl⟩ : ∃ k, s = k + 1 := ⟨s - 1, by omega⟩
    have hb : branching (u + 1) (k + 1) = branching u k + branching u (k + 2) := rfl
    rw [hb, ih (by omega), ih (by omega)]
```

For $u=2q+s$ the number of couplings is a difference of neighbouring binomials,

$$f(u,s)=\binom u{q+s}-\binom u{q+s+1}.$$

The proof is again by induction on $u$. At $u=0$ it reads $1=1-0$. For the step to $u+1$ there are three cases.

- **Singlet.** Put $q=k+1$, so $u=2k+1$. Then $f(u+1,0)=f(u,1)=\binom u{k+1}-\binom u{k+2}$. Pascal's rule turns the required difference $\binom{u+1}{k+1}-\binom{u+1}{k+2}$ into $\binom uk-\binom u{k+2}$. The two agree because $\binom{2k+1}k=\binom{2k+1}{k+1}$.
- **Spin label $s+1$, with $q\ge1$.** Now $u=2q+s$, and
 $$\begin{aligned}
 f(u,s)+f(u,s+2)&=\binom u{q+s}-\binom u{q+s+2}\\
 &=\binom{u+1}{q+s+1}-\binom{u+1}{q+s+2}.
 \end{aligned}$$
- **Spin label $s+1$, with $q=0$.** All spins are parallel, $f(u,s+2)=0$, and both sides equal 1.

Lean states the result as a sum, avoiding subtraction. Its cases are the same, with `Nat.choose_succ_succ'` as Pascal's rule, `Nat.choose_symm_half` as the symmetry in the singlet case, and `omega` for the remaining linear arithmetic.

```lean
/-- For `2q + s` open shells, the couplings to spin `s/2` and the spin strings with
`q + s + 1` up spins together are as many as the strings with `q + s` up spins. -/
theorem branching_add_choose (q s : ℕ) :
    branching (2 * q + s) s + (2 * q + s).choose (q + s + 1) = (2 * q + s).choose (q + s) := by
  suffices H : ∀ u q s : ℕ, u = 2 * q + s →
      branching u s + u.choose (q + s + 1) = u.choose (q + s) from H _ q s rfl
  intro u
  induction u with
  | zero =>
    intro q s hu
    obtain rfl : q = 0 := by omega
    obtain rfl : s = 0 := by omega
    rfl
  | succ u ih =>
    intro q s hu
    rcases s with _ | s
    · -- a singlet arises only from a doublet
      obtain ⟨k, rfl⟩ : ∃ k, q = k + 1 := ⟨q - 1, by omega⟩
      have h := ih k 1 (by omega)
      have hs := Nat.choose_symm_half k
      rw [show 2 * k + 1 = u by omega] at hs
      have e1 := Nat.choose_succ_succ' u (k + 1)
      have e2 := Nat.choose_succ_succ' u k
      show branching u 1 + (u + 1).choose (k + 1 + 1) = (u + 1).choose (k + 1)
      omega
    · have hb : branching (u + 1) (s + 1) = branching u s + branching u (s + 2) := rfl
      rcases q with _ | q
      · have h := ih 0 s (by omega)
        rw [Nat.zero_add] at h
        have h0 : branching u (s + 2) = 0 := branching_eq_zero (by omega)
        have h1 : u.choose (s + 1 + 1) = 0 := Nat.choose_eq_zero_of_lt (by omega)
        have h2 : u.choose (s + 1) = 0 := Nat.choose_eq_zero_of_lt (by omega)
        have e1 := Nat.choose_succ_succ' u (s + 1)
        have e2 := Nat.choose_succ_succ' u s
        rw [show 0 + (s + 1) = s + 1 by omega]
        omega
      · have h1 := ih (q + 1) s (by omega)
        have h2 := ih q (s + 2) (by omega)
        rw [show q + (s + 2) = q + 1 + s + 1 by omega] at h2
        have e1 := Nat.choose_succ_succ' u (q + 1 + s + 1)
        have e2 := Nat.choose_succ_succ' u (q + 1 + s)
        rw [show q + 1 + (s + 1) = q + 1 + s + 1 by omega]
        omega
```

If the parity is wrong, the difference formula with $q+s$ replaced by $(u+s)/2$ rounded down can fail. Two open shells have no doublet coupling, $f(2,1)=0$, whereas $\binom21-\binom22=1$.

## At least one spin-down electron: $N=2b+2+s$

This form of the electron number says that the determinants at $M=S$ have $b+1$ spin-down and $b+s+1$ spin-up electrons. There is then a spin-down electron to flip, which leads to the determinants at $M=S+1$. The theorem is

$$\mathrm{CSF}(n,N,s)+\binom n{b+s+2}\binom nb=\binom n{b+s+1}\binom n{b+1},$$

where $\mathrm{CSF}$ denotes `csfCount`. In physical terms, every multiplet of spin at least $S$ appears once at $M=S$, and those of higher spin appear again at $M=S+1$.

By hand, take $d\le b+1$ and put $u=N-2d=2(b+1-d)+s$. The difference formula gives

$$f(u,s)+\binom u{b+s+2-d}=\binom u{b+s+1-d}.$$

Multiplying by $\binom nd\binom{n-d}u$ and summing over $d$ gives the theorem, once the three sums have the same range. The CSF sum may run further, but its extra terms have $u<s$ and vanish. The sum for the flipped determinants stops at $d=b$; its added term at $d=b+1$ contains $\binom s{s+1}=0$. These adjustments are `hcsf` and `hflip`, and the final `sum_congr` compares the sectors.

```lean
/-- For `2b + 2 + s` electrons in `n` orbitals, the configuration state functions of spin `s/2` at
one fixed spin projection, together with the determinants having `b` spin-down electrons, are as
many as the determinants having `b + 1` spin-down electrons. -/
theorem csfCount_add_determinants (n b s : ℕ) :
    csfCount n (2 * b + 2 + s) s + n.choose (b + s + 2) * n.choose b =
      n.choose (b + s + 1) * n.choose (b + 1) := by
  -- sectors with too few open shells do not contribute
  have hcsf : csfCount n (2 * b + 2 + s) s = ∑ d ∈ range (b + 1 + 1),
      n.choose d * (n - d).choose (2 * b + 2 + s - 2 * d) *
        branching (2 * b + 2 + s - 2 * d) s := by
    unfold csfCount
    symm
    apply sum_subset
    · intro d hd
      rw [mem_range] at hd ⊢
      omega
    · intro d hd hd'
      rw [mem_range] at hd hd'
      rw [branching_eq_zero (by omega), mul_zero]
  have hflip : n.choose (b + s + 2) * n.choose b = ∑ d ∈ range (b + 1 + 1),
      n.choose d * (n - d).choose (2 * b + 2 + s - 2 * d) *
        (2 * b + 2 + s - 2 * d).choose (b + s + 2 - d) := by
    rw [determinant_count n (b + s + 2) b, show min (b + s + 2) b = b by omega,
      sum_range_succ _ (b + 1), Nat.choose_eq_zero_of_lt
        (show 2 * b + 2 + s - 2 * (b + 1) < b + s + 2 - (b + 1) by omega), mul_zero, add_zero]
    refine sum_congr rfl fun d _ => ?_
    rw [show b + s + 2 + b - 2 * d = 2 * b + 2 + s - 2 * d by omega]
  rw [hcsf, hflip, determinant_count n (b + s + 1) (b + 1),
    show min (b + s + 1) (b + 1) = b + 1 by omega, ← sum_add_distrib]
  -- compare the spin factors sector by sector
  refine sum_congr rfl fun d hd => ?_
  rw [mem_range] at hd
  have h := branching_add_choose (b + 1 - d) s
  rw [show 2 * (b + 1 - d) + s = 2 * b + 2 + s - 2 * d by omega,
    show b + 1 - d + s + 1 = b + s + 2 - d by omega,
    show b + 1 - d + s = b + s + 1 - d by omega] at h
  rw [show b + s + 1 + (b + 1) - 2 * d = 2 * b + 2 + s - 2 * d by omega, ← mul_add, h]
```

Without a spin-down electron, $N=s$ and there is nothing to flip. Only $d=0$ then contributes to the CSF sum, which reduces to $\binom ns$, the number of ways to place $s$ parallel spins.

## Singlets in CAS(6,6) and CAS(10,8)

In CAS($N$,$n$), $N$ electrons occupy $n$ orbitals. The recursion gives 1, 1, 2 and 5 singlet couplings for 0, 2, 4 and 6 open shells.

```lean
/-- Zero, two, four and six open shells have 1, 1, 2 and 5 singlet couplings. -/
theorem singlet_couplings :
    branching 0 0 = 1 ∧ branching 2 0 = 1 ∧ branching 4 0 = 2 ∧ branching 6 0 = 5 := by
  decide +kernel
```

For CAS(6,6), the sectors $d=0,1,2,3$ contribute

$$1\cdot1\cdot5+6\cdot5\cdot2+15\cdot6\cdot1+20\cdot1\cdot1=175.$$

For CAS(10,8), at least two orbitals must be doubly occupied, and $d=2,3,4,5$ contribute

$$28\cdot1\cdot5+56\cdot5\cdot2+70\cdot6\cdot1+56\cdot1\cdot1=1176.$$

The corresponding determinant counts at $M=0$ are $\binom63^2=400$ and $\binom85^2=3136$. Lean evaluates the couplings and the CSF totals directly from the definitions with `decide +kernel`.

```lean
/-- Six electrons in six orbitals have 175 singlet configuration state functions, and ten
electrons in eight orbitals have 1176. -/
theorem singlets_cas : csfCount 6 6 0 = 175 ∧ csfCount 8 10 0 = 1176 := by
  decide +kernel

end ActiveSpaceCount
```

```lean
#print axioms ActiveSpaceCount.determinant_count
#print axioms ActiveSpaceCount.csfCount_add_determinants
#print axioms ActiveSpaceCount.singlet_couplings
#print axioms ActiveSpaceCount.singlets_cas
```

```
'ActiveSpaceCount.determinant_count' depends on axioms: [propext, Classical.choice, Quot.sound]
'ActiveSpaceCount.csfCount_add_determinants' depends on axioms: [propext, Classical.choice, Quot.sound]
'ActiveSpaceCount.singlet_couplings' does not depend on any axioms
'ActiveSpaceCount.singlets_cas' depends on axioms: [propext, Classical.choice, Quot.sound]
```
